# Lorentzian broadening makes the second moment of a normalized finite spectrum grow as $2\eta L/\pi$ with the cutoff $L$

Q: Exact diagonalization of an impurity model gives finitely many poles, and I broaden them with Lorentzians to draw a spectrum. The second moment of that curve is an integral over all energies, and it is infinite. What can a formal statement say about it?

A: It can say how the integral diverges, once a cutoff is chosen. I use the symmetric window $[-L,L]$ and ask how the integral behaves as $L\to\infty$. Here $L$ is an energy, not a system size. With weights $a_k$ at real energies $e_k$, $\sum_k a_k=1$, and a common half-width $\eta>0$, the objects are

$$A(w)=\sum_k a_k\,\frac{\eta/\pi}{(w-e_k)^2+\eta^2},\qquad M(L)=\int_{-L}^{L}w^2A(w)\,dw .$$

The result is $M(L)/L\to 2\eta/\pi$. Since this rate is positive, $M(L)$ exceeds every bound. There is also a sharper statement, which keeps the constant left after the linear growth:

$$M(L)-\frac{2\eta}{\pi}L\;\longrightarrow\;\sum_k a_ke_k^2-\eta^2 .$$

Q: Does the symmetry of the window matter?

A: Not for the existence of linear growth, but the rate and the constant depend on the window. With $[-L,2L]$, the rate would be $3\eta/\pi$, and the logarithms below would add $(2\eta\ln 2/\pi)\sum_k a_ke_k$ to the constant.

Q: Show me the definitions, then. I want to see whether they are my spectrum.

A: One level comes first. The letter $w$ is the real frequency usually written $\omega$, and $\eta$ is the half-width at half maximum, not the full width.

```lean
import Mathlib

open Filter Topology
open scoped Real

namespace LorentzianSecondMoment

noncomputable section

/-- The normalized Lorentzian of half-width `η > 0` centred at the energy `e`. -/
def lorentzian (η e w : ℝ) : ℝ := η / π / ((w - e) ^ 2 + η ^ 2)
```

The spectrum is a finite sum over an index type `ι`, one element per pole. The functions `a` and `e` give the weight and the energy of each pole, and energies may coincide.

```lean
/-- The spectrum with weights `a k` at energies `e k`, each level broadened into a
Lorentzian of half-width `η > 0`. -/
def broadened {ι : Type*} [Fintype ι] (a e : ι → ℝ) (η w : ℝ) : ℝ :=
  ∑ k, a k * lorentzian η (e k) w
```

The moment is an ordinary integral between finite limits. It is taken about zero energy and not about the mean, so in general it is not a variance.

```lean
/-- The second moment of a spectrum `A` over the energy window `[-L, L]`. -/
def cutoffMoment (A : ℝ → ℝ) (L : ℝ) : ℝ := ∫ w in (-L)..L, w ^ 2 * A w
```

Q: Where is the many-body physics? I see only numbers $a_k$ and $e_k$.

A: That is the step left to you: identifying these numbers with the Lehmann representation of a Green's function. At zero temperature the weights are $|\langle n|d^\dagger|0\rangle|^2$ and $|\langle n|d|0\rangle|^2$, at the addition and removal energies. Their sum is one because $\{d,d^\dagger\}=1$, and that is what the hypothesis `∑ k, a k = 1` stands for. The width $\eta$ stands for a chosen resolution, the same for all poles, and not for a physical lifetime. Positive weights are allowed but not required.

Q: Now derive the constant for one level. I would have guessed $e^2$.

A: Put $D=(w-e)^2+\eta^2$. Then

$$w^2=D+2e(w-e)+(e^2-\eta^2),$$

and multiplication by $\eta/(\pi D)$ gives

$$\frac{\eta}{\pi}\frac{w^2}{D}=\frac{\eta}{\pi}+\frac{\eta e}{\pi}\frac{2(w-e)}{D}+\frac{e^2-\eta^2}{\pi}\frac{\eta}{D}.$$

The first term is the constant tail that causes the divergence. The three terms integrate to a linear function, a logarithm and an arctangent:

$$F(w)=\frac{\eta}{\pi}\bigl(w+e\ln D\bigr)+\frac{e^2-\eta^2}{\pi}\arctan\frac{w-e}{\eta}.$$

```lean
/-- A candidate primitive of `w ^ 2` times the Lorentzian, for `η > 0`. -/
def momentPrimitive (η e w : ℝ) : ℝ :=
  η / π * (w + e * Real.log ((w - e) ^ 2 + η ^ 2))
    + (e ^ 2 - η ^ 2) / π * Real.arctan ((w - e) / η)
```

The Lean proof runs this in the other direction. It differentiates $F$ with the chain rule for the logarithm and the arctangent, and `field_simp` and `ring` then confirm that the terms recombine into $w^2$ times the Lorentzian.

```lean
/-- For `η > 0` the derivative of `momentPrimitive` is `w ^ 2` times the Lorentzian. -/
theorem hasDerivAt_momentPrimitive {η : ℝ} (hη : 0 < η) (e w : ℝ) :
    HasDerivAt (momentPrimitive η e) (w ^ 2 * lorentzian η e w) w := by
  have hD : 0 < (w - e) ^ 2 + η ^ 2 := by positivity
  have h1 : HasDerivAt (fun x : ℝ => x - e) 1 w := (hasDerivAt_id' w).sub_const e
  have h2 : HasDerivAt (fun x : ℝ => (x - e) ^ 2 + η ^ 2) (2 * (w - e)) w :=
    ((h1.fun_pow 2).add_const (η ^ 2)).congr_deriv (by norm_num)
  have h3 := h2.log hD.ne'
  have h4 := (h1.div_const η).arctan
  have h5 : 1 + ((w - e) / η) ^ 2 = ((w - e) ^ 2 + η ^ 2) / η ^ 2 := by
    field_simp
    ring
  have h6 := (((hasDerivAt_id' w).fun_add (h3.const_mul e)).const_mul (η / π)).fun_add
    (h4.const_mul ((e ^ 2 - η ^ 2) / π))
  refine h6.congr_deriv ?_
  rw [h5, lorentzian]
  field_simp
  ring
```

To integrate the derivative, one also needs the integrand to be integrable on the window. It is continuous, because $D$ never vanishes for $\eta>0$.

```lean
/-- For `η > 0` the second-moment density of a Lorentzian is continuous in the energy. -/
theorem continuous_momentDensity {η : ℝ} (hη : 0 < η) (e : ℝ) :
    Continuous (fun w : ℝ => w ^ 2 * lorentzian η e w) := by
  have hne : ∀ w : ℝ, (w - e) ^ 2 + η ^ 2 ≠ 0 := fun w => by positivity
  have h : Continuous (fun w : ℝ => η / π / ((w - e) ^ 2 + η ^ 2)) :=
    continuous_const.div (by fun_prop) hne
  exact (continuous_pow 2).mul h
```

Q: And between the limits?

A: At $w=-L$ the square $(-L-e)^2$ equals $(L+e)^2$, and the arctangent is odd. Hence $F(L)-F(-L)$ is

$$M_e(L)=\frac{2\eta}{\pi}L+\frac{\eta e}{\pi}\ln\frac{(L-e)^2+\eta^2}{(L+e)^2+\eta^2}+\frac{e^2-\eta^2}{\pi}\left[\arctan\frac{L-e}{\eta}+\arctan\frac{L+e}{\eta}\right].$$

The next theorem states this with the logarithm of the ratio written as a difference. Its proof applies the fundamental theorem of calculus, `intervalIntegral.integral_eq_sub_of_hasDerivAt`, and uses the two symmetries as `hl` and `ha`.

```lean
/-- Closed form of the second moment of one Lorentzian of half-width `η > 0` over
`[-L, L]`: a linear term, a logarithm and two arctangents. -/
theorem cutoffMoment_lorentzian {η : ℝ} (hη : 0 < η) (e L : ℝ) :
    cutoffMoment (lorentzian η e) L = 2 * η / π * L
      + η * e / π * (Real.log ((L - e) ^ 2 + η ^ 2) - Real.log ((L + e) ^ 2 + η ^ 2))
      + (e ^ 2 - η ^ 2) / π * (Real.arctan ((L - e) / η) + Real.arctan ((L + e) / η)) := by
  have hl : (-L - e) ^ 2 = (L + e) ^ 2 := by ring
  have ha : Real.arctan ((-L - e) / η) = -Real.arctan ((L + e) / η) := by
    rw [← Real.arctan_neg]
    congr 1
    ring
  have hI := intervalIntegral.integral_eq_sub_of_hasDerivAt
    (fun x _ => hasDerivAt_momentPrimitive hη e x)
    ((continuous_momentDensity hη e).intervalIntegrable (-L) L)
  unfold cutoffMoment
  rw [hI]
  unfold momentPrimitive
  rw [hl, ha]
  ring
```

Q: Each logarithm diverges. How do you control the difference?

A: I compare each of them with $2\ln L$. For $L>0$ and any real $c$,

$$\ln\bigl[(L-c)^2+\eta^2\bigr]-2\ln L=\ln\left[\left(1-\frac cL\right)^2+\left(\frac{\eta}{L}\right)^2\right]\to\ln 1=0 .$$

In Lean, $x=1/L$ is the variable. The right-hand side is continuous at $x=0$ and vanishes there, and `key` is the factorization that takes out $L^2$.

```lean
/-- For `η > 0`, the logarithm of `(L - c) ^ 2 + η ^ 2` approaches `2 log L` at large `L`. -/
theorem tendsto_log_tail {η : ℝ} (hη : 0 < η) (c : ℝ) :
    Tendsto (fun L : ℝ => Real.log ((L - c) ^ 2 + η ^ 2) - 2 * Real.log L)
      atTop (𝓝 0) := by
  -- in the variable 1 / L the difference is continuous at zero
  have h1 : ContinuousAt (fun x : ℝ => Real.log ((1 - c * x) ^ 2 + (η * x) ^ 2)) 0 :=
    ContinuousAt.log (by fun_prop) (by norm_num)
  have h2 : Tendsto (fun x : ℝ => Real.log ((1 - c * x) ^ 2 + (η * x) ^ 2)) (𝓝 0)
      (𝓝 (Real.log ((1 - c * 0) ^ 2 + (η * 0) ^ 2))) := h1
  have h0 : Real.log ((1 - c * 0) ^ 2 + (η * 0) ^ 2) = 0 := by simp
  rw [h0] at h2
  refine (h2.comp tendsto_inv_atTop_zero).congr' ?_
  filter_upwards [eventually_gt_atTop (0 : ℝ)] with L hL
  have hp : 0 < (1 - c * L⁻¹) ^ 2 + (η * L⁻¹) ^ 2 := by positivity
  have key : (L - c) ^ 2 + η ^ 2 = L ^ 2 * ((1 - c * L⁻¹) ^ 2 + (η * L⁻¹) ^ 2) := by
    field_simp
  change Real.log ((1 - c * L⁻¹) ^ 2 + (η * L⁻¹) ^ 2) = _
  rw [key, Real.log_mul (by positivity) hp.ne', Real.log_pow]
  push_cast
  ring
```

With $c=e$ and $c=-e$, the two copies of $2\ln L$ cancel and the logarithmic term tends to zero. Each arctangent tends to $\pi/2$, so the bracket tends to $\pi$. Therefore

$$M_e(L)-\frac{2\eta}{\pi}L\to e^2-\eta^2 .$$

In the proof, `hat` is the arctangent limit and `hlim` evaluates the combined constant.

```lean
/-- For one Lorentzian of half-width `η > 0` at energy `e`, the cutoff second moment minus
`(2 η / π) L` tends to `e ^ 2 - η ^ 2`. -/
theorem tendsto_lorentzian_finitePart {η : ℝ} (hη : 0 < η) (e : ℝ) :
    Tendsto (fun L : ℝ => cutoffMoment (lorentzian η e) L - 2 * η / π * L)
      atTop (𝓝 (e ^ 2 - η ^ 2)) := by
  have hat : ∀ c : ℝ, Tendsto (fun L : ℝ => Real.arctan ((L - c) / η))
      atTop (𝓝 (π / 2)) := by
    intro c
    have hs : Tendsto (fun L : ℝ => L - c) atTop atTop := by
      refine tendsto_atTop.2 fun b => ?_
      filter_upwards [eventually_ge_atTop (b + c)] with L hL
      linarith
    exact (Real.tendsto_arctan_atTop.mono_right nhdsWithin_le_nhds).comp
      (hs.atTop_div_const hη)
  -- the logarithms cancel, the arctangents add up to π
  have h := (((tendsto_log_tail hη e).sub (tendsto_log_tail hη (-e))).const_mul
    (η * e / π)).add (((hat e).add (hat (-e))).const_mul ((e ^ 2 - η ^ 2) / π))
  have hlim : η * e / π * (0 - 0) + (e ^ 2 - η ^ 2) / π * (π / 2 + π / 2)
      = e ^ 2 - η ^ 2 := by
    rw [sub_zero, mul_zero, zero_add, add_halves, div_mul_cancel₀ _ Real.pi_ne_zero]
  rw [hlim] at h
  simp only [sub_neg_eq_add] at h
  refine h.congr fun L => ?_
  rw [cutoffMoment_lorentzian hη]
  ring
```

Q: So your guess-breaking $-\eta^2$ comes from the arctangent term. What happens with many poles?

A: The integral of a finite sum is the sum of the integrals, so

$$M(L)=\sum_k a_kM_{e_k}(L).$$

The proof moves the factor $w^2$ inside the sum and then exchanges sum and integral, which the continuity of every term permits.

```lean
variable {ι κ : Type*} [Fintype ι] [Fintype κ]

/-- For `η > 0` the cutoff second moment of the broadened spectrum is the weighted sum of
the cutoff second moments of its levels. -/
theorem cutoffMoment_broadened {η : ℝ} (hη : 0 < η) (a e : ι → ℝ) (L : ℝ) :
    cutoffMoment (broadened a e η) L = ∑ k, a k * cutoffMoment (lorentzian η (e k)) L := by
  have hint : ∀ k ∈ (Finset.univ : Finset ι), IntervalIntegrable
      (fun w : ℝ => a k * (w ^ 2 * lorentzian η (e k) w)) MeasureTheory.volume (-L) L :=
    fun k _ => (continuous_const.mul
      (continuous_momentDensity hη (e k))).intervalIntegrable _ _
  have hpt : (fun w : ℝ => w ^ 2 * broadened a e η w)
      = fun w : ℝ => ∑ k, a k * (w ^ 2 * lorentzian η (e k) w) := by
    funext w
    rw [broadened, Finset.mul_sum]
    exact Finset.sum_congr rfl fun k _ => by ring
  unfold cutoffMoment
  rw [hpt, intervalIntegral.integral_finsetSum hint]
  exact Finset.sum_congr rfl fun k _ => intervalIntegral.integral_const_mul _ _
```

Normalization now enters twice. It turns $\sum_k a_k\,(2\eta L/\pi)$ into $2\eta L/\pi$, and $\sum_k a_k\eta^2$ into $\eta^2$:

$$M(L)-\frac{2\eta}{\pi}L=\sum_k a_k\left[M_{e_k}(L)-\frac{2\eta}{\pi}L\right]\to\sum_k a_k(e_k^2-\eta^2)=\sum_k a_ke_k^2-\eta^2 .$$

Both uses are the single identity `hs` in the proof. `Tendsto … atTop (𝓝 x)` reads "converges to $x$ as $L\to\infty$".

```lean
/-- For weights summing to one and `η > 0`, the cutoff second moment of the broadened
spectrum minus `(2 η / π) L` tends to the discrete second moment minus `η ^ 2`. -/
theorem tendsto_broadened_finitePart {η : ℝ} (hη : 0 < η) (a e : ι → ℝ)
    (ha : ∑ k, a k = 1) :
    Tendsto (fun L : ℝ => cutoffMoment (broadened a e η) L - 2 * η / π * L)
      atTop (𝓝 (∑ k, a k * e k ^ 2 - η ^ 2)) := by
  -- normalization: a constant shift of every level is a shift of the average
  have hs : ∀ (f : ι → ℝ) (c : ℝ), ∑ k, a k * (f k - c) = ∑ k, a k * f k - c := by
    intro f c
    simp only [mul_sub, Finset.sum_sub_distrib, ← Finset.sum_mul, ha, one_mul]
  have h := tendsto_finsetSum Finset.univ
    (fun k _ => (tendsto_lorentzian_finitePart hη (e k)).const_mul (a k))
  rw [hs] at h
  refine h.congr fun L => ?_
  rw [hs, cutoffMoment_broadened hη]
```

Q: And the growth rate follows by division?

A: Yes. For $L>0$,

$$\frac{M(L)}{L}=\frac{2\eta}{\pi}+\frac1L\left[M(L)-\frac{2\eta}{\pi}L\right].$$

The bracket converges and $1/L\to0$, so their product vanishes. The Lean proof forms this product, adds $2\eta/\pi$, and uses $L\cdot L^{-1}=1$ to recover the left-hand side.

```lean
/-- For weights summing to one and `η > 0`, the second moment of the broadened spectrum
over `[-L, L]`, divided by `L`, tends to `2 η / π`. -/
theorem tendsto_broadened_rate {η : ℝ} (hη : 0 < η) (a e : ι → ℝ)
    (ha : ∑ k, a k = 1) :
    Tendsto (fun L : ℝ => 1 / L * cutoffMoment (broadened a e η) L)
      atTop (𝓝 (2 * η / π)) := by
  have h := ((tendsto_broadened_finitePart hη a e ha).mul
    tendsto_inv_atTop_zero).add_const (2 * η / π)
  rw [mul_zero, zero_add] at h
  refine h.congr' ?_
  filter_upwards [eventually_gt_atTop (0 : ℝ)] with L hL
  have hinv : L * L⁻¹ = 1 := mul_inv_cancel₀ hL.ne'
  linear_combination (-(2 * η / π)) * hinv
```

Q: What if my weights do not add up to one, say because I discarded some poles?

A: Then the rate changes. Suppose you kept a single pole, at $e=0$ with weight $1/2$: its moment grows as $\eta L/\pi$, not $2\eta L/\pi$. In general the rate is multiplied by the total weight, so any total other than one contradicts the stated limit.

Q: Is anything finite left that I can compare between two spectra?

A: The difference of their moments. Let a second normalized spectrum have weights $b_k$ at energies $f_k$, with its own number of poles and the same $\eta$. The letter $f$ denotes energies here, not a Fermi function. Writing $M_a$ and $M_b$ for the two cutoff moments,

$$M_a(L)-M_b(L)=\left[M_a(L)-\frac{2\eta}{\pi}L\right]-\left[M_b(L)-\frac{2\eta}{\pi}L\right]\to\sum_k a_ke_k^2-\sum_k b_kf_k^2 .$$

The terms $-\eta^2$ cancel as well. The Lean proof subtracts the two earlier limits in the same way.

```lean
/-- For two spectra with weights summing to one and the same broadening `η > 0`, the
difference of the cutoff second moments tends to the difference of the discrete ones. -/
theorem tendsto_moment_difference {η : ℝ} (hη : 0 < η) (a e : ι → ℝ) (b f : κ → ℝ)
    (ha : ∑ k, a k = 1) (hb : ∑ k, b k = 1) :
    Tendsto (fun L : ℝ => cutoffMoment (broadened a e η) L - cutoffMoment (broadened b f η) L)
      atTop (𝓝 (∑ k, a k * e k ^ 2 - ∑ k, b k * f k ^ 2)) := by
  have h := (tendsto_broadened_finitePart hη a e ha).sub
    (tendsto_broadened_finitePart hη b f hb)
  rw [sub_sub_sub_cancel_right] at h
  exact h.congr fun L => by ring

end

end LorentzianSecondMoment
```

```lean
#print axioms LorentzianSecondMoment.cutoffMoment_broadened
-- 'LorentzianSecondMoment.cutoffMoment_broadened' depends on axioms: [propext, Classical.choice, Quot.sound]
#print axioms LorentzianSecondMoment.tendsto_broadened_rate
-- 'LorentzianSecondMoment.tendsto_broadened_rate' depends on axioms: [propext, Classical.choice, Quot.sound]
#print axioms LorentzianSecondMoment.tendsto_moment_difference
-- 'LorentzianSecondMoment.tendsto_moment_difference' depends on axioms: [propext, Classical.choice, Quot.sound]
```

Q: Give me numbers from a calculation I would recognize.

A: Take a non-interacting impurity orbital at zero energy, coupled with amplitude $1$ to one bath orbital at zero energy. Its spectrum has poles at $\pm1$ with weight $1/2$ each, so the discrete second moment is $1$. Broaden with $\eta=0.1$ in the same energy unit. The closed form gives $M(10)\approx1.61$ and $M(100)\approx7.35$. The second number mostly measures the window: $2\eta L/\pi\approx6.37$ of it is Lorentzian tail.

For comparison, take an isolated half-filled Hubbard atom with $U=4$, its energies measured from the chemical potential at $U/2$. Averaged over the two degenerate spin states of the ground level, the spectrum of one spin component has poles at $\pm2$ with equal weights, and the discrete moment is $4$. With the same $\eta$, the atom's cutoff moment minus that of the impurity is about $2.94$ at $L=10$ and $2.99$ at $L=100$, approaching $4-1=3$.

Q: Where does this touch a DMFT calculation?

A: The second moment of the impurity spectrum is the coefficient of $1/z^3$ in the large-$z$ expansion of the Green's function, with $z$ the complex frequency. For a finite set of poles, before any broadening, that coefficient is available directly as $\sum_k a_ke_k^2$, whereas integrating the Lorentzian-broadened curve gives a value that depends on the plotting window.

Q: Then my objection shrinks to this: the theorem concerns the broadened curve, not the impurity.

A: Yes. The discrete second moment stays finite throughout; the divergence belongs to the Lorentzian tails. A Gaussian of standard deviation $\sigma$ in place of each Lorentzian would give the finite moment $\sum_k a_ke_k^2+\sigma^2$, a short separate calculation that I have not formalized.
